# The cyclic-shift trace formula and the Hadamard test for $\operatorname{tr}\rho^{k+1}$

An expectation value measured on one copy of a density matrix $\rho$ is linear in $\rho$, so, when one copy has dimension at least two, no single-copy observable returns the purity $\operatorname{tr}\rho^2$ or a higher power trace for every $\rho$. On several copies the trace of a cyclic permutation $S$ times the product state does ($S$ is unitary but, for three or more copies, in general not Hermitian, and this trace is read out through an ancilla qubit), but for three or more different factors a shift in the wrong direction yields the trace of the product in reverse order.

In Lean 4 with Mathlib:

```lean
import Mathlib

open Matrix

namespace CyclicShiftTest

noncomputable section

variable {n : Type*} [Fintype n] [DecidableEq n] {k : ℕ}
```

The finite set `n` labels a basis of one copy, and there are $k+1\ge 1$ copies, numbered $i=0,\dots,k$.

```lean
/-- The tensor product `A₀ ⊗ ⋯ ⊗ A_k`, with rows and columns labelled by one basis label
per copy. -/
def tensor (A : Fin (k + 1) → Matrix n n ℂ) :
    Matrix (Fin (k + 1) → n) (Fin (k + 1) → n) ℂ :=
  Matrix.of fun x y => ∏ i, A i (x i) (y i)
```

A function `Fin (k + 1) → n` is a basis label $x=(x_0,\dots,x_k)$ of the whole register. For complex matrices $A_i$, the tensor product $T=A_0\otimes\cdots\otimes A_k$ has entries $T(x,y)=\prod_i A_i(x_i,y_i)$.

```lean
/-- The product vector `v₀ ⊗ ⋯ ⊗ v_k`. -/
def prodVec (v : Fin (k + 1) → n → ℂ) : (Fin (k + 1) → n) → ℂ :=
  fun x => ∏ i, v i (x i)
```

For vectors $v_i$, not necessarily normalised, the product vector has components $\prod_i v_i(x_i)$.

```lean
/-- Cyclic relabelling of a basis label: copy `i` receives the label of copy `i + 1`. -/
def rot (y : Fin (k + 1) → n) : Fin (k + 1) → n :=
  fun i => y (finRotate (k + 1) i)
```

`finRotate (k + 1)` sends $i$ to $i+1$ modulo $k+1$, so $(\operatorname{rot}y)_i=y_{i+1}$.

```lean
/-- The cyclic-shift permutation matrix `S`, sending the basis state `y` to `rot y`. -/
def shift (n : Type*) [DecidableEq n] (k : ℕ) :
    Matrix (Fin (k + 1) → n) (Fin (k + 1) → n) ℂ :=
  Matrix.of fun x y => if x = rot y then 1 else 0
```

$S(x,y)=1$ if $x=\operatorname{rot}y$ and $0$ otherwise. For $k=0$ this is the identity, for $k=1$ the swap.

```lean
/-- The Hadamard gate on the ancilla qubit, in block form on ancilla ⊗ register. -/
def hadamardGate (m : Type*) [DecidableEq m] : Matrix (m ⊕ m) (m ⊕ m) ℂ :=
  ((Real.sqrt 2 : ℝ) : ℂ)⁻¹ • fromBlocks 1 1 1 (-1)
```

Here `m` labels any finite register, and `m ⊕ m` holds two copies of it, for ancilla $0$ and $1$. The gate is $H=\frac{1}{\sqrt2}\begin{pmatrix}1&1\\1&-1\end{pmatrix}$ in blocks.

```lean
/-- The Hadamard-test circuit: Hadamard, controlled `U`, Hadamard. -/
def circuit {m : Type*} [Fintype m] [DecidableEq m] (U : Matrix m m ℂ) :
    Matrix (m ⊕ m) (m ⊕ m) ℂ :=
  hadamardGate m * fromBlocks 1 0 0 U * hadamardGate m
```

The circuit is $C=H\begin{pmatrix}1&0\\0&U\end{pmatrix}H$, with the register matrix $U$ acting when the ancilla is $1$.

```lean
/-- Weight of the ancilla outcome `0` after the circuit acts on `|0⟩⟨0| ⊗ R`: the trace of
the ancilla-`00` block of the output. -/
def weightZero {m : Type*} [Fintype m] [DecidableEq m] (U R : Matrix m m ℂ) : ℂ :=
  trace (circuit U * fromBlocks R 0 0 0 * (circuit U)ᴴ).toBlocks₁₁
```

The input $|0\rangle\langle0|\otimes R$ becomes $C(|0\rangle\langle0|\otimes R)C^\dagger$, where `ᴴ` means $\dagger$, and the weight $w_0(U,R)$ is the trace of its upper-left block. The Born rule enters through this definition. Since $R$ is arbitrary, $w_0$ is complex; it is the probability of outcome $0$ when $U$ is unitary and $R$ a density matrix.

```lean
omit [DecidableEq n] in
/-- A sum over labels of `k + 1` copies splits into the first label and the other `k`. -/
theorem sum_cons (f : (Fin (k + 1) → n) → ℂ) :
    ∑ y, f y = ∑ a : n, ∑ z : Fin k → n, f (Fin.cons (α := fun _ => n) a z) := by
  have h := Fintype.sum_prod_type'
    (fun (a : n) (z : Fin k → n) => f (Fin.cons (α := fun _ => n) a z))
  rw [← h]
  exact (Fintype.sum_equiv (Fin.consEquiv fun _ => n) _ _ (fun _ => rfl)).symm
```

For any function $f$ of labels, $\sum_y f(y)=\sum_a\sum_z f(a,z)$, where `Fin.cons` places the label $a$ in front of the $k$ labels $z$.

```lean
/-- The entry `(a, b)` of `A₀ ⋯ A_k` is the sum over all paths `a, z₁, …, z_k, b` of the
product of the matrix elements along the path. -/
theorem prod_apply_eq_sum_paths (A : Fin (k + 1) → Matrix n n ℂ) (a b : n) :
    (List.ofFn A).prod a b = ∑ z : Fin k → n, ∏ i,
      A i (Fin.cons (α := fun _ => n) a z i) (Fin.snoc (α := fun _ => n) z b i) := by
  induction k generalizing a with
  | zero =>
    have h : ∀ z : Fin 0 → n, Fin.snoc (α := fun _ => n) z b (0 : Fin (0 + 1)) = b := by
      intro z
      exact Fin.snoc_last (α := fun _ => n) b z
    simp only [Fin.prod_univ_succ, h]
    simp
  | succ k ih =>
    -- peel off the first factor and the first intermediate label
    rw [List.ofFn_succ, List.prod_cons, mul_apply, sum_cons]
    refine Finset.sum_congr rfl fun c _ => ?_
    rw [ih, Finset.mul_sum]
    refine Finset.sum_congr rfl fun z _ => ?_
    rw [← Fin.cons_snoc_eq_snoc_cons]
    conv_rhs => rw [Fin.prod_univ_succ]
    simp only [Fin.cons_zero, Fin.cons_succ]
```

`(List.ofFn A).prod` is the ordered product. With $z_0=a$ and $z_{k+1}=b$,
$$(A_0\cdots A_k)(a,b)=\sum_{z_1,\dots,z_k}\prod_{i=0}^{k}A_i(z_i,z_{i+1}),$$
where `Fin.cons` lists the row labels $z_0,\dots,z_k$ and `Fin.snoc` the column labels $z_1,\dots,z_{k+1}$. For $k=0$ both sides are $A_0(a,b)$. Otherwise `mul_apply` gives $\sum_c A_0(a,c)\,(A_1\cdots A_k)(c,b)$, the induction hypothesis `ih` expands the second factor, and `sum_cons` identifies $c$ with $z_1$.

```lean
/-- The shift maps `v₀ ⊗ v₁ ⊗ ⋯ ⊗ v_k` to `v₁ ⊗ ⋯ ⊗ v_k ⊗ v₀`. -/
theorem shift_mulVec_prodVec (v : Fin (k + 1) → n → ℂ) :
    shift n k *ᵥ prodVec v = prodVec fun i => v (finRotate (k + 1) i) := by
  ext x
  simp only [mulVec, dotProduct, shift, of_apply]
  rw [Finset.sum_eq_single (fun i => x ((finRotate (k + 1)).symm i))]
  · have hx : x = rot (fun i => x ((finRotate (k + 1)).symm i)) := by
      funext i
      simp only [rot, Equiv.symm_apply_apply]
    rw [if_pos hx, one_mul]
    have h := Equiv.prod_comp (finRotate (k + 1))
      (fun i => v i (x ((finRotate (k + 1)).symm i)))
    simp only [Equiv.symm_apply_apply] at h
    exact h.symm
  · intro y _ hy
    have hx : ¬ x = rot y := by
      intro h
      apply hy
      rw [h]
      funext i
      simp only [rot, Equiv.apply_symm_apply]
    rw [if_neg hx, zero_mul]
  · simp
```

`*ᵥ` is matrix times vector, and the statement is $S(v_0\otimes\cdots\otimes v_k)=v_1\otimes\cdots\otimes v_k\otimes v_0$, which fixes the orientation. In $\sum_y S(x,y)\prod_i v_i(y_i)$ only $y_i=x_{i-1}$ survives (`Finset.sum_eq_single`), and reindexing turns $\prod_i v_i(x_{i-1})$ into $\prod_i v_{i+1}(x_i)$.

```lean
/-- The cyclic shift satisfies `S† S = 1`. -/
theorem shift_unitary : (shift n k)ᴴ * shift n k = 1 := by
  ext x y
  simp only [mul_apply, conjTranspose_apply, shift, of_apply]
  rw [Finset.sum_eq_single (rot x)]
  · by_cases h : x = y
    · subst h
      simp
    · have h' : ¬ rot x = rot y := fun e =>
        h ((finRotate (k + 1)).surjective.injective_comp_right e)
      simp [h, h', one_apply]
  · intro z _ hz
    simp [hz]
  · simp
```

In $(S^\dagger S)(x,y)=\sum_z\overline{S(z,x)}\,S(z,y)$ only $z=\operatorname{rot}x$ contributes, giving $1$ exactly when $\operatorname{rot}x=\operatorname{rot}y$, which means $x=y$.

```lean
/-- Cyclic-shift trace formula: `tr (S (A₀ ⊗ ⋯ ⊗ A_k)) = tr (A₀ ⋯ A_k)`. -/
theorem trace_shift_mul_tensor (A : Fin (k + 1) → Matrix n n ℂ) :
    trace (shift n k * tensor A) = trace (List.ofFn A).prod := by
  -- the permutation matrix selects the entries `(y, rot y)`
  have h : trace (shift n k * tensor A) = ∑ y, tensor A y (rot y) := by
    simp only [trace, diag_apply, mul_apply, shift, of_apply, ite_mul, one_mul, zero_mul]
    rw [Finset.sum_comm]
    simp
  rw [h, sum_cons]
  simp only [trace, diag_apply, prod_apply_eq_sum_paths]
  refine Finset.sum_congr rfl fun a _ => Finset.sum_congr rfl fun z _ => ?_
  -- a closed path is a label together with its cyclic rotation
  rw [Fin.snoc_eq_cons_rotate]
  rfl
```

For arbitrary complex $A_i$, $\operatorname{tr}(ST)=\operatorname{tr}(A_0\cdots A_k)$. By hand,
$$\operatorname{tr}(ST)=\sum_{x,y}S(x,y)\,T(y,x)=\sum_y T(y,\operatorname{rot}y)=\sum_y\prod_i A_i(y_i,y_{i+1}).$$
The first two equalities are `h`. On the other side, the trace sets $b=a$ in the path formula and sums over $a$. With $y=(a,z_1,\dots,z_k)$ the column labels $(z_1,\dots,z_k,a)$ are $\operatorname{rot}y$, by `Fin.snoc_eq_cons_rotate`, so the sums agree term by term.

```lean
/-- The adjoint shift gives the product in reverse order:
`tr (S† (A₀ ⊗ ⋯ ⊗ A_k)) = tr (A_k ⋯ A₀)`. -/
theorem trace_shift_adjoint_mul_tensor (A : Fin (k + 1) → Matrix n n ℂ) :
    trace ((shift n k)ᴴ * tensor A) = trace (List.ofFn A).reverse.prod := by
  have hT : tensor A = (tensor fun i => (A i)ᴴ)ᴴ := by
    ext x y
    simp only [tensor, conjTranspose_apply, of_apply, star_prod, star_star]
  rw [hT, ← conjTranspose_mul, trace_conjTranspose, trace_mul_comm, trace_shift_mul_tensor,
    ← trace_conjTranspose, conjTranspose_list_prod]
  simp only [List.map_ofFn, Function.comp_def, conjTranspose_conjTranspose]
```

Put $T'=A_0^\dagger\otimes\cdots\otimes A_k^\dagger$, so that $T=T'^\dagger$ (`hT`). Then
$$\operatorname{tr}(S^\dagger T)=\overline{\operatorname{tr}(T'S)}=\overline{\operatorname{tr}(ST')}=\overline{\operatorname{tr}(A_0^\dagger\cdots A_k^\dagger)}=\operatorname{tr}(A_k\cdots A_0),$$
and the `rw` chain follows this order.

```lean
omit [DecidableEq n] in
/-- The trace of a tensor product is the product of the traces. -/
theorem trace_tensor (A : Fin (k + 1) → Matrix n n ℂ) :
    trace (tensor A) = ∏ i, trace (A i) := by
  simp only [trace, diag_apply, tensor, of_apply, Finset.prod_univ_sum,
    Fintype.piFinset_univ]
```

Expanding a product of sums gives $\prod_i\operatorname{tr}A_i=\prod_i\sum_a A_i(a,a)=\sum_x\prod_i A_i(x_i,x_i)=\operatorname{tr}T$.

```lean
/-- Hadamard test: for `U† U = 1` the weight of outcome `0` is
`tr R / 2 + (tr (U R) + tr (U† R)) / 4`. -/
theorem weightZero_eq {m : Type*} [Fintype m] [DecidableEq m] (U R : Matrix m m ℂ)
    (hU : Uᴴ * U = 1) :
    weightZero U R = trace R / 2 + (trace (U * R) + trace (Uᴴ * R)) / 4 := by
  have hs : ((Real.sqrt 2 : ℝ) : ℂ)⁻¹ * ((Real.sqrt 2 : ℝ) : ℂ)⁻¹ = 1 / 2 := by
    rw [← mul_inv, ← Complex.ofReal_mul, Real.mul_self_sqrt (by norm_num)]
    norm_num
  -- the circuit has blocks `(1 ± U) / 2`
  have hc : circuit U = (1 / 2 : ℂ) • fromBlocks (1 + U) (1 - U) (1 - U) (1 + U) := by
    simp only [circuit, hadamardGate, Matrix.smul_mul, Matrix.mul_smul, smul_smul, hs,
      fromBlocks_multiply]
    congr 2 <;> noncomm_ring
  have hstar : star (1 / 2 : ℂ) = 1 / 2 := by simp
  have hcyc : trace (U * R * Uᴴ) = trace R := by
    rw [trace_mul_cycle, hU, one_mul]
  rw [weightZero, hc, fromBlocks_smul, fromBlocks_conjTranspose, fromBlocks_multiply,
    fromBlocks_multiply, toBlocks_fromBlocks₁₁, trace_mul_comm Uᴴ R]
  simp only [mul_zero, add_zero, zero_mul, conjTranspose_smul, conjTranspose_add,
    conjTranspose_one, Matrix.smul_mul, Matrix.mul_smul, add_mul, mul_add, one_mul, mul_one,
    trace_smul, trace_add, smul_eq_mul, hstar, hcyc]
  ring
```

The only hypothesis is `hU`, $U^\dagger U=1$. Multiplying blocks gives `hc`,
$$C=\frac12\begin{pmatrix}1+U&1-U\\1-U&1+U\end{pmatrix},$$
so the upper-left output block is $\frac14(1+U)R(1+U^\dagger)$ and
$$w_0=\tfrac14\left[\operatorname{tr}R+\operatorname{tr}UR+\operatorname{tr}RU^\dagger+\operatorname{tr}URU^\dagger\right].$$
Cyclicity with `hU` turns the last term into $\operatorname{tr}R$ (`hcyc`) and cyclicity alone turns the third into $\operatorname{tr}U^\dagger R$, leaving $w_0=\frac12\operatorname{tr}R+\frac14(\operatorname{tr}UR+\operatorname{tr}U^\dagger R)$.

```lean
/-- Hadamard test of the cyclic shift on `A₀ ⊗ ⋯ ⊗ A_k`: the weight of outcome `0` is
`∏ tr Aᵢ / 2 + (tr (A₀ ⋯ A_k) + tr (A_k ⋯ A₀)) / 4`. -/
theorem weightZero_shift_tensor (A : Fin (k + 1) → Matrix n n ℂ) :
    weightZero (shift n k) (tensor A) = (∏ i, trace (A i)) / 2
      + (trace (List.ofFn A).prod + trace (List.ofFn A).reverse.prod) / 4 := by
  rw [weightZero_eq _ _ shift_unitary, trace_tensor, trace_shift_mul_tensor,
    trace_shift_adjoint_mul_tensor]
```

Setting $U=S$ and $R=T$, with `shift_unitary` supplying the hypothesis, and inserting the three trace formulas gives
$$w_0(S,T)=\tfrac12\prod_i\operatorname{tr}A_i+\tfrac14\left(\operatorname{tr}A_0\cdots A_k+\operatorname{tr}A_k\cdots A_0\right).$$
The swap test has no theorem of its own: at $k=1$ one reads off $(1+\operatorname{tr}A_0A_1)/2$ for unit-trace factors, using $\operatorname{tr}A_1A_0=\operatorname{tr}A_0A_1$.

```lean
/-- For `k + 1` copies of a unit-trace matrix `ρ`, `tr (S (ρ ⊗ ⋯ ⊗ ρ)) = tr ρ^(k+1)` and the
weight of outcome `0` in the Hadamard test of the shift is `(1 + tr ρ^(k+1)) / 2`. -/
theorem power_trace_estimation (ρ : Matrix n n ℂ) (hρ : trace ρ = 1) :
    trace (shift n k * tensor fun _ => ρ) = trace (ρ ^ (k + 1)) ∧
      weightZero (shift n k) (tensor fun _ => ρ) = (1 + trace (ρ ^ (k + 1))) / 2 := by
  constructor
  · rw [trace_shift_mul_tensor, List.ofFn_const, List.prod_replicate]
  · rw [weightZero_shift_tensor, List.ofFn_const, List.reverse_replicate,
      List.prod_replicate, hρ, Finset.prod_const_one]
    ring

end

end CyclicShiftTest
```

`∧` joins two claims about $k+1$ copies of a matrix $\rho$ with $\operatorname{tr}\rho=1$:
$$\operatorname{tr}\big(S\rho^{\otimes(k+1)}\big)=\operatorname{tr}\rho^{k+1},\qquad w_0=\frac{1+\operatorname{tr}\rho^{k+1}}{2}.$$
Equal factors make both orderings $\rho^{k+1}$ (`List.prod_replicate`, `List.reverse_replicate`), and `hρ`, used only in the second claim, makes the product of traces $1$. Neither Hermiticity nor positivity of $\rho$ is assumed.

As an instance, take $k=1$, labels $0,1$ and $\rho=\begin{pmatrix}3/4&1/4\\1/4&1/4\end{pmatrix}$. The closed paths $(y_0,y_1)=(0,0),(0,1),(1,0),(1,1)$ contribute $\rho(y_0,y_1)\rho(y_1,y_0)=\frac{9}{16},\frac1{16},\frac1{16},\frac1{16}$. Their sum is $\operatorname{tr}\rho^2=\frac34$, so $w_0=\frac78$.

When $\rho$ is the reduced state of some of the qubits in a quantum simulation of a molecule, $2w_0-1$ is its purity at $k=1$ and a higher power trace at larger $k$, for a finite register, exact gates and identical uncorrelated copies. The statements concern the exact weight; sampling error and the decomposition of the controlled shift into elementary gates are not treated.

```lean
#print axioms CyclicShiftTest.shift_mulVec_prodVec
-- 'CyclicShiftTest.shift_mulVec_prodVec' depends on axioms: [propext, Classical.choice, Quot.sound]
#print axioms CyclicShiftTest.trace_shift_mul_tensor
-- 'CyclicShiftTest.trace_shift_mul_tensor' depends on axioms: [propext, Classical.choice, Quot.sound]
#print axioms CyclicShiftTest.power_trace_estimation
-- 'CyclicShiftTest.power_trace_estimation' depends on axioms: [propext, Classical.choice, Quot.sound]
```
